# For finitely many bands, Kramers pairing at 0 and π makes the number of Fermi-level crossings even, if all are simple and interior

Let $k$ be the crystal momentum in units of the inverse lattice constant, $E_i(k)$ the bands of a non-interacting system, and $\mu$ the Fermi level. I call a momentum in $[0,\pi]$ with $E_i(k)=\mu$ a crossing of band $i$. Crossings are counted band by band, so a momentum at which two bands meet $\mu$ counts twice.

The edge of a quantum spin Hall insulator can have a single crossing between $0$ and $\pi$. A spin-orbit-coupled wire with time-reversal symmetry has Kramers pairs at $k=0$ and $k=\pi$ too. Can I choose the hoppings of a strictly one-dimensional lattice model so that it also has exactly one crossing in this half of the Brillouin zone? If not, what stops me?

## An odd count would need an odd occupation at one end

You can't, provided that the model has finitely many continuous bands, that none of them sits at $\mu$ at $k=0$ or $\pi$, and that each crossing has nonzero slope. Let $N_i$ be the number of crossings of band $i$, and $n(k)$ the number of bands with $E_i(k)<\mu$.

**The crossings are finite in number.** The crossings of a band form a closed subset of $[0,\pi]$. If there were infinitely many, they would accumulate at some crossing $x$. But $E_i'(x)\neq0$ implies $E_i\neq\mu$ at all other momenta near $x$, a contradiction.

**Each crossing changes the side.** At a crossing $z$,
$$\frac{E_i(k)-\mu}{k-z}\to E_i'(z)\neq 0 \quad (k\to z),$$
so near $z$ the quotient has the sign of $E_i'(z)$. The denominator changes sign at $z$, hence so does $E_i-\mu$. Between crossings the sign is constant, by the intermediate value theorem. With $s_i(k)=1$ if $E_i(k)<\mu$ and $0$ otherwise,
$$N_i\equiv s_i(0)+s_i(\pi)\pmod 2.$$

**Sum over the bands.** Since $n(k)=\sum_i s_i(k)$,
$$\sum_i N_i\equiv n(0)+n(\pi)\pmod 2.$$

**Kramers pairs fill evenly.** At $k=0$ let $m(e)$ be the number of bands with energy $e$. Every $m(e)$ is even, so $n(0)=\sum_{e<\mu}m(e)$ is even. The same holds at $\pi$, and the total number of crossings is even.

The edge escapes because its branches can run into the bulk bands. The edge branches alone then need not form a finite list that is paired at both ends.

## Bands as functions, Kramers pairs as even multiplicities

In the Lean file below, a band is a function `ℝ → ℝ`, and the bands are labelled by a finite type `ι`. The set `crossings f μ a b` holds the momenta in $[a,b]$ where the band equals $\mu$. `Transverse f μ a b` collects the conditions on one band: continuity on the interval, ends away from $\mu$, and a nonzero derivative at each crossing, which implies differentiability there.

`KramersPaired v` says only that every real number occurs an even number of times in the list `v`; time reversal does not appear in it. `occupied v μ` is $n(k)$ at a single momentum, not the filling of the whole system.

The main theorem, `helical_edge_no_go`, takes transverse bands on $[0,\pi]$ that are paired at both ends. It concludes that each band has finitely many crossings and that their total number is even. Finiteness is stated separately because `ncard` gives 0 for an infinite set.

The step left to physics is the passage from a Bloch Hamiltonian to such a list of bands. For time reversal with $T^2=-1$, Kramers' theorem supplies the pairing at $0$ and $\pi$; here the pairing is a hypothesis.

```lean
import Mathlib

open Set Filter Topology
open scoped Real

namespace HelicalEdgeNoGo

/-- The momenta in `[a, b]` at which the band `f` meets the Fermi level `μ`. -/
def crossings (f : ℝ → ℝ) (μ a b : ℝ) : Set ℝ := {k | k ∈ Icc a b ∧ f k = μ}

/-- A continuous band on `[a, b]` that avoids the Fermi level at both ends and has
nonzero slope wherever it meets that level. -/
structure Transverse (f : ℝ → ℝ) (μ a b : ℝ) : Prop where
  cont : ContinuousOn f (Icc a b)
  left : f a ≠ μ
  right : f b ≠ μ
  simple : ∀ k ∈ Icc a b, f k = μ → deriv f k ≠ 0

/-- Every energy occurs an even number of times in the list `v`. -/
def KramersPaired {ι : Type*} [Fintype ι] (v : ι → ℝ) : Prop :=
  ∀ e : ℝ, Even (Finset.univ.filter (fun i => v i = e)).card

/-- The number of energies in the list `v` that lie below the Fermi level. -/
noncomputable def occupied {ι : Type*} [Fintype ι] (v : ι → ℝ) (μ : ℝ) : ℕ :=
  (Finset.univ.filter (fun i => v i < μ)).card

/-- A band that is transverse on `[a, b]` meets the Fermi level at only finitely many momenta in
`[a, b]`. -/
theorem crossings_finite {f : ℝ → ℝ} {μ a b : ℝ} (h : Transverse f μ a b) :
    (crossings f μ a b).Finite := by
  have hclosed : IsClosed (crossings f μ a b) :=
    h.cont.preimage_isClosed_of_isClosed isClosed_Icc (isClosed_singleton (x := μ))
  have hcomp : IsCompact (crossings f μ a b) :=
    isCompact_Icc.of_isClosed_subset hclosed (fun k hk => hk.1)
  by_contra hinf
  -- infinitely many crossings would accumulate at a crossing, which is isolated
  obtain ⟨x, hx, hacc⟩ :=
    Set.Infinite.exists_accPt_of_subset_isCompact hinf hcomp (fun _ hk => hk)
  have hd := h.simple x hx.1 hx.2
  have hne : ∀ᶠ z in 𝓝[≠] x, f z ≠ μ :=
    (differentiableAt_of_deriv_ne_zero hd).hasDerivAt.eventually_ne hd
  rw [accPt_iff_frequently] at hacc
  rw [eventually_nhdsWithin_iff] at hne
  exact hacc (hne.mono fun y hy hc => hy hc.1 hc.2.2)

/-- Near a crossing with nonzero slope, the band lies on opposite sides of the Fermi
level to the left and to the right. -/
theorem changes_side {f : ℝ → ℝ} {μ z : ℝ} (hz : f z = μ) (hd : deriv f z ≠ 0) :
    ∃ ε > 0, ∀ c d, z - ε < c → c < z → z < d → d < z + ε →
      (f c - μ) * (f d - μ) < 0 := by
  have ht := (hasDerivAt_iff_tendsto_slope.1
    (differentiableAt_of_deriv_ne_zero hd).hasDerivAt).mul_const (deriv f z)
  have hev := ht.eventually (lt_mem_nhds (mul_self_pos.2 hd))
  rw [eventually_nhdsWithin_iff, Metric.eventually_nhds_iff] at hev
  obtain ⟨ε, hε, H⟩ := hev
  refine ⟨ε, hε, fun c d h1 h2 h3 h4 => ?_⟩
  have hc : 0 < slope f z c * deriv f z :=
    H (by rw [Real.dist_eq, abs_lt]; constructor <;> linarith) h2.ne
  have hd' : 0 < slope f z d * deriv f z :=
    H (by rw [Real.dist_eq, abs_lt]; constructor <;> linarith) h3.ne'
  -- both secant slopes have the sign of the derivative
  have hs : 0 < slope f z c * slope f z d := by
    have hp := mul_pos hc hd'
    by_contra hn
    nlinarith [mul_nonneg (sub_nonneg.2 (not_lt.1 hn)) (sq_nonneg (deriv f z))]
  have hcz : c - z ≠ 0 := sub_ne_zero.2 h2.ne
  have hdz : d - z ≠ 0 := sub_ne_zero.2 h3.ne'
  have ec : f c - μ = slope f z c * (c - z) := by
    rw [slope_def_field, hz]; field_simp
  have ed : f d - μ = slope f z d * (d - z) := by
    rw [slope_def_field, hz]; field_simp
  rw [ec, ed]
  have := mul_neg_of_pos_of_neg hs
    (mul_neg_of_neg_of_pos (sub_neg.2 h2) (sub_pos.2 h3))
  linarith

/-- A continuous band that never meets the Fermi level on `[c, d]` is on the same side of it at `c`
and at `d`. -/
theorem same_side {f : ℝ → ℝ} {μ c d : ℝ} (hcd : c ≤ d) (hf : ContinuousOn f (Icc c d))
    (hne : ∀ k ∈ Icc c d, f k ≠ μ) : f c < μ ↔ f d < μ := by
  constructor
  · intro h
    by_contra h'
    obtain ⟨k, hk, e⟩ := intermediate_value_Icc hcd hf ⟨h.le, not_lt.1 h'⟩
    exact hne k hk e
  · intro h
    by_contra h'
    obtain ⟨k, hk, e⟩ := intermediate_value_Icc' hcd hf ⟨h.le, not_lt.1 h'⟩
    exact hne k hk e

/-- On `[a, b]`, a transverse band crosses the Fermi level an even number of times exactly when its
two ends lie on the same side of that level. -/
theorem even_crossings_iff {f : ℝ → ℝ} {μ a b : ℝ} (hab : a ≤ b)
    (h : Transverse f μ a b) :
    Even (crossings f μ a b).ncard ↔ (f a < μ ↔ f b < μ) := by
  obtain ⟨n, hn⟩ : ∃ n, (crossings f μ a b).ncard = n := ⟨_, rfl⟩
  rw [hn]
  induction n generalizing b with
  | zero =>
    have h0 := (Set.ncard_eq_zero (crossings_finite h)).1 hn
    have hs := same_side hab h.cont (fun k hk e => by
      have hm : k ∈ crossings f μ a b := ⟨hk, e⟩
      rw [h0] at hm
      exact hm)
    exact ⟨fun _ => hs, fun _ => ⟨0, rfl⟩⟩
  | succ n ih =>
    have hnon : (crossings f μ a b).Nonempty :=
      Set.nonempty_of_ncard_ne_zero (by omega)
    -- remove the last crossing `z`
    obtain ⟨z, hz, hmax⟩ := Set.exists_max_image _ id (crossings_finite h) hnon
    have haz : a < z := lt_of_le_of_ne hz.1.1 (fun e => h.left (by rw [e]; exact hz.2))
    have hzb : z < b := lt_of_le_of_ne hz.1.2 (fun e => h.right (by rw [← e]; exact hz.2))
    obtain ⟨ε, hε, H⟩ := changes_side hz.2 (h.simple z hz.1 hz.2)
    obtain ⟨c, hc, hcz⟩ := exists_between (max_lt haz (by linarith : z - ε < z))
    obtain ⟨d, hzd, hd⟩ := exists_between (lt_min hzb (by linarith : z < z + ε))
    obtain ⟨hac, hec⟩ := max_lt_iff.1 hc
    obtain ⟨hdb, hde⟩ := lt_min_iff.1 hd
    have hleft : ∀ k, c ≤ k → k < z → f k ≠ μ := fun k h1 h2 e => by
      have := H k d (by linarith) h2 hzd hde
      simp [e] at this
    have hset : crossings f μ a c = crossings f μ a b \ {z} := by
      ext k
      constructor
      · rintro ⟨hk, e⟩
        exact ⟨⟨⟨hk.1, by linarith [hk.2]⟩, e⟩, (lt_of_le_of_lt hk.2 hcz).ne⟩
      · rintro ⟨hk, hkz⟩
        have hlt : k < z := lt_of_le_of_ne (hmax k hk) hkz
        refine ⟨⟨hk.1.1, ?_⟩, hk.2⟩
        by_contra hck
        exact hleft k (not_le.1 hck).le hlt hk.2
    have hcard : (crossings f μ a c).ncard = n := by
      rw [hset, Set.ncard_sdiff_singleton_of_mem hz, hn]
      omega
    have hsub : Icc a c ⊆ Icc a b := Icc_subset_Icc_right (by linarith)
    have hi := ih hac.le ⟨h.cont.mono hsub, h.left, hleft c le_rfl hcz,
      fun k hk => h.simple k (hsub hk)⟩ hcard
    have hright : f d < μ ↔ f b < μ :=
      same_side hdb.le (h.cont.mono (Icc_subset_Icc_left (by linarith))) (fun k hk e => by
        have hkz : k ≤ z := hmax k ⟨⟨by linarith [hk.1], hk.2⟩, e⟩
        linarith [hk.1])
    have hp := H c d hec hcz hzd hde
    have hflip : f c < μ ↔ ¬ f d < μ := by
      constructor
      · intro h1 h2
        linarith [mul_pos_of_neg_of_neg (sub_neg.2 h1) (sub_neg.2 h2)]
      · intro h1
        by_contra h2
        linarith [mul_nonneg (sub_nonneg.2 (not_lt.1 h2)) (sub_nonneg.2 (not_lt.1 h1))]
    rw [Nat.even_add_one, hi, hflip, hright]
    tauto

/-- For finitely many transverse bands on `[a, b]`, the total number of crossings there is even
exactly when the numbers of occupied states at the two ends have the same parity. -/
theorem even_total_iff {ι : Type*} [Fintype ι] {E : ι → ℝ → ℝ} {μ a b : ℝ} (hab : a ≤ b)
    (h : ∀ i, Transverse (E i) μ a b) :
    Even (∑ i, (crossings (E i) μ a b).ncard) ↔
      (Even (occupied (fun i => E i a) μ) ↔ Even (occupied (fun i => E i b) μ)) := by
  have hsum : Even (∑ i, ((crossings (E i) μ a b).ncard +
      (if E i a < μ then 1 else 0) + (if E i b < μ then 1 else 0))) := by
    rw [even_iff_two_dvd]
    refine Finset.dvd_sum fun i _ => ?_
    rw [← even_iff_two_dvd, Nat.even_add, Nat.even_add, even_crossings_iff hab (h i)]
    by_cases h1 : E i a < μ <;> by_cases h2 : E i b < μ <;> simp [h1, h2]
  rw [Finset.sum_add_distrib, Finset.sum_add_distrib, ← Finset.card_filter,
    ← Finset.card_filter, Nat.even_add, Nat.even_add] at hsum
  unfold occupied
  tauto

/-- In a Kramers-paired list of energies, an even number lies below any Fermi level. -/
theorem even_occupied {ι : Type*} [Fintype ι] {v : ι → ℝ} (hv : KramersPaired v) (μ : ℝ) :
    Even (occupied v μ) := by
  rw [occupied, Finset.card_eq_sum_card_image v, even_iff_two_dvd]
  refine Finset.dvd_sum fun e he => ?_
  obtain ⟨i, hi, rfl⟩ := Finset.mem_image.1 he
  have hi' : v i < μ := (Finset.mem_filter.1 hi).2
  have hs : (Finset.univ.filter (fun j => v j < μ)).filter (fun j => v j = v i) =
      Finset.univ.filter (fun j => v j = v i) := by
    ext j
    simp only [Finset.mem_filter, Finset.mem_univ, true_and]
    exact ⟨fun h => h.2, fun h => ⟨by rw [h]; exact hi', h⟩⟩
  rw [hs]
  exact (hv (v i)).two_dvd

/-- Finitely many transverse bands on `[0, π]` whose energies are Kramers-paired at `0`
and at `π` cross the Fermi level finitely often, and an even number of times in total. -/
theorem helical_edge_no_go {ι : Type*} [Fintype ι] {E : ι → ℝ → ℝ} {μ : ℝ}
    (h : ∀ i, Transverse (E i) μ 0 π)
    (h0 : KramersPaired (fun i => E i 0)) (hπ : KramersPaired (fun i => E i π)) :
    (∀ i, (crossings (E i) μ 0 π).Finite) ∧
      Even (∑ i, (crossings (E i) μ 0 π).ncard) :=
  ⟨fun i => crossings_finite (h i), (even_total_iff Real.pi_pos.le h).2
    ⟨fun _ => even_occupied hπ μ, fun _ => even_occupied h0 μ⟩⟩

/-- Two energies are Kramers-paired exactly when they are degenerate. -/
theorem kramersPaired_pair (v : Fin 2 → ℝ) : KramersPaired v ↔ v 0 = v 1 := by
  constructor
  · intro h
    have h' := h (v 0)
    rw [Finset.card_filter, Fin.sum_univ_two] at h'
    by_contra hne
    simp [Ne.symm hne] at h'
  · intro h e
    rw [Finset.card_filter, Fin.sum_univ_two, h]
    exact ⟨_, rfl⟩

/-- The two bands `cos k` and `cos k + sin k`. -/
noncomputable def splitPair : Fin 2 → ℝ → ℝ :=
  ![Real.cos, fun k => Real.cos k + Real.sin k]

/-- The two bands `cos k` and `1`. -/
noncomputable def helicalPair : Fin 2 → ℝ → ℝ := ![Real.cos, fun _ => 1]

/-- The band `cos k` is transverse to the Fermi level `0` on `[0, π]`. -/
theorem cos_transverse : Transverse Real.cos 0 0 π where
  cont := Real.continuous_cos.continuousOn
  left := by simp
  right := by simp
  simple := fun k _ hc hd => by
    rw [(Real.hasDerivAt_cos k).deriv] at hd
    have hs : Real.sin k = 0 := by linarith
    have := Real.sin_sq_add_cos_sq k
    rw [hs, hc] at this
    norm_num at this

/-- The bands `cos k` and `cos k + sin k` are Kramers-paired at `0` and at `π`, and both are
transverse to the Fermi level `0` on `[0, π]`. -/
theorem helical_edge_no_go_witness :
    KramersPaired (fun i => splitPair i 0) ∧ KramersPaired (fun i => splitPair i π) ∧
      ∀ i, Transverse (splitPair i) 0 0 π := by
  have h2 : Transverse (fun k => Real.cos k + Real.sin k) 0 0 π :=
    { cont := (Real.continuous_cos.add Real.continuous_sin).continuousOn
      left := by simp
      right := by simp
      simple := fun k _ he hd => by
        rw [((Real.hasDerivAt_cos k).fun_add (Real.hasDerivAt_sin k)).deriv] at hd
        have hc : Real.cos k = 0 := by linarith
        have hs : Real.sin k = 0 := by linarith
        have := Real.sin_sq_add_cos_sq k
        rw [hs, hc] at this
        norm_num at this }
  exact ⟨(kramersPaired_pair _).2 (by simp [splitPair]),
    (kramersPaired_pair _).2 (by simp [splitPair]),
    Fin.forall_fin_two.2 ⟨cos_transverse, h2⟩⟩

/-- The bands `cos k` and `1` are transverse to the Fermi level `0` on `[0, π]` and Kramers-paired
at `0` but not at `π`, and on `[0, π]` they cross that level exactly once in total. -/
theorem single_crossing_without_pairing :
    (∀ i, Transverse (helicalPair i) 0 0 π) ∧ KramersPaired (fun i => helicalPair i 0) ∧
      ¬ KramersPaired (fun i => helicalPair i π) ∧
      ∑ i, (crossings (helicalPair i) 0 0 π).ncard = 1 := by
  have h1 : Transverse (fun _ => (1 : ℝ)) 0 0 π :=
    ⟨continuousOn_const, one_ne_zero, one_ne_zero, fun _ _ e => absurd e one_ne_zero⟩
  refine ⟨Fin.forall_fin_two.2 ⟨cos_transverse, h1⟩,
    (kramersPaired_pair _).2 (by simp [helicalPair]), fun h => ?_, ?_⟩
  · have h' : Real.cos π = 1 := (kramersPaired_pair _).1 h
    rw [Real.cos_pi] at h'
    norm_num at h'
  · have hmem : π / 2 ∈ Icc 0 π :=
      ⟨by linarith [Real.pi_pos], by linarith [Real.pi_pos]⟩
    have e0 : crossings (helicalPair 0) 0 0 π = {π / 2} := by
      ext k
      constructor
      · rintro ⟨hk, e⟩
        have e' : Real.cos k = Real.cos (π / 2) := by
          rw [Real.cos_pi_div_two]
          exact e
        exact Real.injOn_cos hk hmem e'
      · rintro rfl
        exact ⟨hmem, Real.cos_pi_div_two⟩
    have e1 : crossings (helicalPair 1) 0 0 π = ∅ := by
      ext k
      exact ⟨fun hk => (one_ne_zero : (1 : ℝ) ≠ 0) hk.2, fun hk => hk.elim⟩
    rw [Fin.sum_univ_two, e0, e1, Set.ncard_singleton, Set.ncard_empty]

end HelicalEdgeNoGo
```

```lean
#print axioms HelicalEdgeNoGo.helical_edge_no_go
#print axioms HelicalEdgeNoGo.single_crossing_without_pairing
```

```
'HelicalEdgeNoGo.helical_edge_no_go' depends on axioms: [propext, Classical.choice, Quot.sound]
'HelicalEdgeNoGo.single_crossing_without_pairing' depends on axioms: [propext, Classical.choice, Quot.sound]
```

## Removing the last crossing

`crossings_finite` is the accumulation argument. `changes_side` multiplies the secant slope by the derivative at $z$; the product tends to $E_i'(z)^2>0$, so the secant slopes on both sides of $z$ share one sign. `same_side` applies the intermediate value theorem, once for each direction of the equivalence.

`even_crossings_iff` turns "one change of side per crossing" into an induction on the number of crossings, with the right end $b$ left free. It takes the last crossing $z$ and picks $c<z<d$ close to it. The interval $[a,c]$ has one crossing fewer (`hset`, `hcard`), so the induction hypothesis applies there. The band changes side between $c$ and $d$ (`hflip`) and keeps its side from $d$ to $b$ (`hright`).

`even_total_iff` shows that $N_i+s_i(a)+s_i(b)$ is even for each band and sums over $i$. `even_occupied` groups the occupied states by energy, as in the sum over $m(e)$. The main theorem combines the two.

`helical_edge_no_go_witness` shows that the bands $\cos k$ and $\cos k+\sin k$ satisfy all the hypotheses at $\mu=0$. They are test functions, not the spectrum of a time-reversal-symmetric chain with finite-range hopping. It uses `kramersPaired_pair`, by which two energies are paired exactly when they are equal.

## One crossing when the pair splits at π

Pairing at $k=0$ alone is not enough. The bands $\cos k$ and $1$ are degenerate at $0$, but at $\pi$ they have the energies $-1$ and $1$. At $\mu=0$ there is exactly one crossing, at $k=\pi/2$. This is `single_crossing_without_pairing`; its `helicalPair` is a caricature of two edge branches that part, not a model of an edge.

Tangential touching has to be excluded as well. The bands $1+\sin k$ and $1-\sin k$ are paired at both ends, yet they meet $\mu=0$ only once, at $k=\pi/2$, where the second band touches the level and turns back.

## Counting in a spin-orbit chain and in a ribbon

Take a chain with nearest-neighbour hopping $t>0$ and spin-orbit hopping $\lambda>0$,
$$H(k)=2t\cos k+2\lambda\sin k\,\sigma_z,\qquad E_\pm(k)=2t\cos k\pm2\lambda\sin k,$$
where $\sigma_z$ is the Pauli matrix of the spin. At $\mu=0$ both states are empty at $k=0$, where their energy is $2t$, and both are filled at $k=\pi$, where it is $-2t$. So $n(0)=0$ and $n(\pi)=2$, and the number of crossings must be even. Indeed each band crosses once, where $\tan k=\mp t/\lambda$. Changing $\lambda$ moves the two crossings but removes neither.

A band-structure calculation for a quantum spin Hall ribbon of finite width also has finitely many bands, so under the same conditions its total count is even. In the simplest case each of the two edges contributes one crossing between $0$ and $\pi$. The single crossing you had in mind belongs to one edge, and the other edge supplies the second. If the ribbon also has inversion symmetry, every band is doubly degenerate and the two crossings lie at the same momentum. A plot then shows a single curve through $\mu$, which counts twice.
